# Operator Antitonicity of the Resolvent below the Spectrum of a Hermitian Matrix

## Definitions and sign conventions

Let A and B be complex square matrices of the same finite size, with A Hermitian, and let V = B − A. Think of A as a Hamiltonian in a fixed finite orthonormal basis, V as a perturbation and B as the perturbed Hamiltonian. The inner product ⟨v, w⟩ is conjugate-linear in v. The expectation value of a matrix X in v means ⟨v, Xv⟩ here, even when v is not normalised. For a Hermitian matrix X, the statement X ≥ 0 means that X is positive semidefinite, that is, ⟨v, Xv⟩ ≥ 0 for every v. X is positive definite if ⟨v, Xv⟩ > 0 for every v ≠ 0. X ≥ Y means X − Y ≥ 0.

For a real energy z, write A − z for A minus z times the identity. The resolvents are

R_A = (A − z)⁻¹,  R_B = (B − z)⁻¹.

The Green's function defined as (z − A)⁻¹ has the opposite sign, which reverses the inequalities between resolvents below.

The claim is that if V ≥ 0 and z lies below every eigenvalue of A, then

R_A − R_B ≥ 0.

The condition V ≥ 0 describes a repulsive perturbation, one whose expectation value is nonnegative in every state. It also makes B = A + V Hermitian. For Hamiltonian matrices in a fixed finite orthonormal basis, the result says that such a perturbation cannot raise the expectation value of the resolvent in any state, provided that z is below the unperturbed spectrum.

## Derivation from the Born approximation

**Positivity of A − z.** A has an orthonormal eigenbasis with real eigenvalues μ, and A − z has the same eigenvectors with eigenvalues μ − z. So z lies below every eigenvalue of A exactly when A − z is positive definite. In that case zero is not an eigenvalue of A − z, and R_A exists.

**The perturbed spectrum.** Since

B − z = (A − z) + V

is a positive definite matrix plus a positive semidefinite one, it is positive definite. Hence z also lies below every eigenvalue of B, and R_B exists.

**The Born bound.** For this step let V have any sign, with A and B Hermitian and z below both spectra. The exact relation R_B = R_A − R_A V R_B gives the first-order Born approximation R_A − R_A V R_A when R_B on the right is replaced by R_A. To find the sign of its error, expand

(R_B − R_A)(B − z)(R_B − R_A)

= (1 − R_A (B − z))(R_B − R_A)

= R_B − 2R_A + R_A (B − z) R_A.

Inserting B − z = (A − z) + V in the last term gives R_A (B − z) R_A = R_A + R_A V R_A, so

R_B − (R_A − R_A V R_A) = (R_B − R_A)(B − z)(R_B − R_A).

With D = R_B − R_A, which is Hermitian, the right side has expectation value ⟨Dv, (B − z)Dv⟩ ≥ 0. The Born approximation is therefore a lower bound on the exact resolvent.

**Antitonicity.** Exchange A and B in this bound, which changes V into −V:

R_A − (R_B + R_B V R_B) ≥ 0.

If V ≥ 0, then R_B V R_B ≥ 0 as well, because its expectation value in v is that of V in R_B v. Adding the two inequalities gives R_A − R_B ≥ 0.

**The converse.** Let A and B be Hermitian and z below both spectra. Expanding the products gives

V R_B V = (B − z) − 2(A − z) + (A − z) R_B (A − z),

(A − z)(R_A − R_B)(A − z) = (A − z) − (A − z) R_B (A − z),

and the sum of the two right sides is (B − z) − (A − z) = V. Thus

V = V R_B V + (A − z)(R_A − R_B)(A − z).

If R_A − R_B ≥ 0, both terms are positive semidefinite, and so is V. Ordered resolvents at one such energy are enough to order the Hamiltonians.

**Failure between two levels.** Take A = diag(−1, 1), B = 1 and z = 0. Then V = diag(2, 0) ≥ 0 and both resolvents exist, but

R_A − R_B = diag(−1, 1) − diag(1, 1) = diag(−2, 0),

which has expectation value −2 in the first basis state. The perturbation has moved a level across z, and the corresponding eigenvalue of the resolvent has jumped from −1 to 1.

## Matrices, resolvents and the spectral condition in Lean

The index type `n` is any finite type and labels the basis states. Opening `ComplexOrder` lets Lean compare complex numbers: 0 ≤ w means that w is real and nonnegative.

```lean
import Mathlib

open Matrix
open scoped ComplexOrder

namespace ResolventAntitone

noncomputable section

variable {n : Type*} [Fintype n] [DecidableEq n]
```

The resolvent is the matrix inverse of the shifted matrix, with the real energy `z` converted to a complex scalar. Lean assigns the value zero to the inverse of a singular matrix, but the spectral hypotheses below make the inverses genuine.

```lean
/-- The resolvent `(A - z)⁻¹` of a matrix `A` at a real energy `z` that is not an eigenvalue
of `A`. -/
def resolventAt (A : Matrix n n ℂ) (z : ℝ) : Matrix n n ℂ :=
  (A - (z : ℂ) • (1 : Matrix n n ℂ))⁻¹
```

The spectral condition is stated through eigenvectors: whenever a nonzero `v` satisfies Av = μv with μ real, z < μ. For a Hermitian matrix this covers every eigenvalue, since all of them are real.

```lean
/-- The energy `z` lies strictly below every real eigenvalue of `A`. -/
def BelowSpectrum (A : Matrix n n ℂ) (z : ℝ) : Prop :=
  ∀ (μ : ℝ) (v : n → ℂ), v ≠ 0 → A *ᵥ v = (μ : ℂ) • v → z < μ
```

The next lemma expands the action of A − z on a vector.

```lean
/-- The shifted matrix `A - z` sends a state `v` to `A v - z v`. -/
theorem shift_mulVec (A : Matrix n n ℂ) (z : ℝ) (v : n → ℂ) :
    (A - (z : ℂ) • (1 : Matrix n n ℂ)) *ᵥ v = A *ᵥ v - (z : ℂ) • v := by
  rw [Matrix.sub_mulVec, Matrix.smul_mulVec, Matrix.one_mulVec]
```

## Positive definiteness and the perturbed spectrum

The predicates `PosDef` and `PosSemidef` include Hermiticity. In the forward direction of the equivalence, the proof takes an eigenvector of A − z from Mathlib's eigenvector basis, adds z to its eigenvalue and applies the spectral hypothesis to A. In the reverse direction, it evaluates A − z in an eigenvector of A and obtains (μ − z)⟨v, v⟩ > 0. As ⟨v, v⟩ ≥ 0, this rules out μ ≤ z.

```lean
/-- For a Hermitian matrix `A`, the energy `z` lies below all eigenvalues exactly when `A - z`
is positive definite. -/
theorem belowSpectrum_iff_posDef {A : Matrix n n ℂ} (hA : A.IsHermitian) (z : ℝ) :
    BelowSpectrum A z ↔ (A - (z : ℂ) • (1 : Matrix n n ℂ)).PosDef := by
  constructor
  · intro h
    have hz : ((z : ℂ) • (1 : Matrix n n ℂ)).IsHermitian := by
      simp [Matrix.IsHermitian, Matrix.conjTranspose_smul]
    have hH := hA.sub hz
    rw [hH.posDef_iff_eigenvalues_pos]
    intro i
    -- an eigenvector of `A - z` is an eigenvector of `A`, with eigenvalue raised by `z`
    have h1 := hH.mulVec_eigenvectorBasis i
    rw [shift_mulVec] at h1
    have h2 := h (hH.eigenvalues i + z) (hH.eigenvectorBasis i).ofLp
      (fun h0 => hH.eigenvectorBasis.orthonormal.ne_zero i (by
        ext j
        exact congrFun h0 j))
      (by
        ext j
        have h3 := congrFun h1 j
        simp only [Pi.sub_apply, Pi.smul_apply, Complex.real_smul, smul_eq_mul] at h3 ⊢
        push_cast
        linear_combination h3)
    linarith
  · intro h μ v hv hμ
    -- the expectation value of `A - z` in the eigenstate is `(μ - z) ⟨v, v⟩`
    have hp := h.dotProduct_mulVec_pos hv
    rw [shift_mulVec, hμ, ← sub_smul, dotProduct_smul, smul_eq_mul,
      ← Complex.ofReal_sub] at hp
    have h1 := (Complex.lt_def.1 hp).1
    have h2 := (Complex.le_def.1 (dotProduct_star_self_nonneg v)).1
    rw [Complex.re_ofReal_mul, Complex.zero_re] at h1
    rw [Complex.zero_re] at h2
    by_contra hc
    have h3 : μ - z ≤ 0 := by linarith
    nlinarith [mul_nonneg (neg_nonneg.2 h3) h2]
```

The second step of the derivation becomes a theorem of its own. Hermiticity of B is derived from B = A + (B − A), and `add_posSemidef` adds the perturbation to the positive definite matrix A − z.

```lean
/-- If `z` lies below the spectrum of a Hermitian `A` and `B - A` is positive semidefinite,
then `z` lies below the spectrum of `B`. -/
theorem belowSpectrum_of_posSemidef_sub {A B : Matrix n n ℂ} {z : ℝ} (hA : A.IsHermitian)
    (hAB : (B - A).PosSemidef) (hz : BelowSpectrum A z) : BelowSpectrum B z := by
  have hB : B.IsHermitian := by
    have h := hA.add hAB.isHermitian
    rwa [add_sub_cancel] at h
  rw [belowSpectrum_iff_posDef hB]
  have h := ((belowSpectrum_iff_posDef hA z).1 hz).add_posSemidef hAB
  have e : B - (z : ℂ) • (1 : Matrix n n ℂ)
      = (A - (z : ℂ) • (1 : Matrix n n ℂ)) + (B - A) := by abel
  rwa [e]
```

## The Born bound and the main theorem

The hypotheses of `born_le_resolvent` place no sign condition on B − A. The lemma `conjTranspose_mul_mul_same` says that CᴴMC is positive semidefinite when M is, where Cᴴ is the conjugate transpose of C; here M = B − z and C = R_B − R_A. The proof then abbreviates B − z, A − z and their inverses by `P`, `Q`, `p` and `q`. The identity `key` is the expansion carried out above, checked from the inverse relations without changing the order of any product.

```lean
/-- For Hermitian `A` and `B` and `z` below both spectra, the first-order Born approximation
`R_A - R_A (B - A) R_A` is a lower bound, in the sense of quadratic forms, on the exact
resolvent `R_B`. -/
theorem born_le_resolvent {A B : Matrix n n ℂ} {z : ℝ} (hA : A.IsHermitian)
    (hB : B.IsHermitian) (hzA : BelowSpectrum A z) (hzB : BelowSpectrum B z) :
    (resolventAt B z - (resolventAt A z
      - resolventAt A z * (B - A) * resolventAt A z)).PosSemidef := by
  have hQ := (belowSpectrum_iff_posDef hA z).1 hzA
  have hP := (belowSpectrum_iff_posDef hB z).1 hzB
  have uQ := (Matrix.isUnit_iff_isUnit_det _).1 hQ.isUnit
  have uP := (Matrix.isUnit_iff_isUnit_det _).1 hP.isUnit
  have hD := hP.isHermitian.inv.sub hQ.isHermitian.inv
  have hS := hP.posSemidef.conjTranspose_mul_mul_same
    ((B - (z : ℂ) • (1 : Matrix n n ℂ))⁻¹ - (A - (z : ℂ) • (1 : Matrix n n ℂ))⁻¹)
  rw [hD.eq] at hS
  have e : B - A = (B - (z : ℂ) • (1 : Matrix n n ℂ))
      - (A - (z : ℂ) • (1 : Matrix n n ℂ)) := by abel
  unfold resolventAt
  rw [e]
  have h1 := Matrix.nonsing_inv_mul _ uP
  have h2 := Matrix.mul_nonsing_inv _ uP
  have h3 := Matrix.nonsing_inv_mul _ uQ
  generalize (B - (z : ℂ) • (1 : Matrix n n ℂ))⁻¹ = p at *
  generalize (A - (z : ℂ) • (1 : Matrix n n ℂ))⁻¹ = q at *
  generalize B - (z : ℂ) • (1 : Matrix n n ℂ) = P at *
  generalize A - (z : ℂ) • (1 : Matrix n n ℂ) = Q at *
  -- the error of the Born approximation is a congruence transform of `B - z`
  have key : p - (q - q * (P - Q) * q) = (p - q) * P * (p - q) := by
    linear_combination (norm := noncomm_ring) q * h2 + h1 * q - h1 * p - h3 * q
  rwa [key]
```

The main theorem assumes that A is Hermitian, that B − A is positive semidefinite and that z lies below the spectrum of A. The corresponding facts about B are derived. In the proof, `h1` is the Born bound with A and B exchanged, `h2` is the positivity of R_B V R_B, and `h3` is their sum.

```lean
/-- The resolvent is operator antitone: if `A` is Hermitian, `B - A` is positive semidefinite
and `z` lies below every eigenvalue of `A`, then `(A - z)⁻¹ - (B - z)⁻¹` is positive
semidefinite. -/
theorem resolvent_antitone {A B : Matrix n n ℂ} {z : ℝ} (hA : A.IsHermitian)
    (hAB : (B - A).PosSemidef) (hz : BelowSpectrum A z) :
    (resolventAt A z - resolventAt B z).PosSemidef := by
  have hB : B.IsHermitian := by
    have h := hA.add hAB.isHermitian
    rwa [add_sub_cancel] at h
  have hzB := belowSpectrum_of_posSemidef_sub hA hAB hz
  have hR : (resolventAt B z).IsHermitian :=
    ((belowSpectrum_iff_posDef hB z).1 hzB).isHermitian.inv
  -- the Born bound around `B`, plus the positive first-order term
  have h1 := born_le_resolvent hB hA hzB hz
  have h2 := hAB.conjTranspose_mul_mul_same (resolventAt B z)
  rw [hR.eq] at h2
  have h3 := h1.add h2
  have e : resolventAt A z - resolventAt B z
      = resolventAt A z - (resolventAt B z - resolventAt B z * (A - B) * resolventAt B z)
        + resolventAt B z * (B - A) * resolventAt B z := by noncomm_ring
  rwa [e]
```

The theorem holds for every finite matrix size and real z below the spectrum. It does not treat complex energies or unbounded operators on an infinite-dimensional space.

## The converse and a two-level counterexample

For the converse, Hermiticity of B and the position of z below its spectrum are hypotheses, because the sign of B − A is now the conclusion. The terms `s1` and `s2` are the positivity statements for V R_B V and (A − z)(R_A − R_B)(A − z). The letters are exchanged relative to the Born bound: here `P` stands for A − z and `Q` for B − z.

```lean
/-- Converse: for Hermitian `A` and `B` and a single energy `z` below both spectra, if
`(A - z)⁻¹ - (B - z)⁻¹` is positive semidefinite, then so is `B - A`. -/
theorem posSemidef_sub_of_resolvent {A B : Matrix n n ℂ} {z : ℝ} (hA : A.IsHermitian)
    (hB : B.IsHermitian) (hzA : BelowSpectrum A z) (hzB : BelowSpectrum B z)
    (hR : (resolventAt A z - resolventAt B z).PosSemidef) : (B - A).PosSemidef := by
  have hP := (belowSpectrum_iff_posDef hA z).1 hzA
  have hQ := (belowSpectrum_iff_posDef hB z).1 hzB
  have uP := (Matrix.isUnit_iff_isUnit_det _).1 hP.isUnit
  have uQ := (Matrix.isUnit_iff_isUnit_det _).1 hQ.isUnit
  have e : B - A = (B - (z : ℂ) • (1 : Matrix n n ℂ))
      - (A - (z : ℂ) • (1 : Matrix n n ℂ)) := by abel
  unfold resolventAt at hR
  have s1 := hQ.inv.posSemidef.conjTranspose_mul_mul_same
    ((B - (z : ℂ) • (1 : Matrix n n ℂ)) - (A - (z : ℂ) • (1 : Matrix n n ℂ)))
  have s2 := hR.conjTranspose_mul_mul_same (A - (z : ℂ) • (1 : Matrix n n ℂ))
  rw [(hQ.isHermitian.sub hP.isHermitian).eq] at s1
  rw [hP.isHermitian.eq] at s2
  have s3 := s1.add s2
  rw [e]
  have h1 := Matrix.mul_nonsing_inv _ uQ
  have h2 := Matrix.nonsing_inv_mul _ uQ
  have h3 := Matrix.mul_nonsing_inv _ uP
  generalize (B - (z : ℂ) • (1 : Matrix n n ℂ))⁻¹ = q at *
  generalize (A - (z : ℂ) • (1 : Matrix n n ℂ))⁻¹ = p at *
  generalize B - (z : ℂ) • (1 : Matrix n n ℂ) = Q at *
  generalize A - (z : ℂ) • (1 : Matrix n n ℂ) = P at *
  have key : Q - P = (Q - P) * q * (Q - P) + P * (p - q) * P := by
    linear_combination (norm := noncomm_ring) h1 * P + P * h2 - h1 * Q - h3 * P
  rwa [key]
```

The last theorem records the two-level example. It proves B − A ≥ 0 by writing diag(2, 0) as CᴴC, and shows that A is invertible through its determinant. To refute positivity of the resolvent difference, it uses that A is its own inverse and evaluates the quadratic form in the vector `![1, 0]`, where the value is −2.

```lean
/-- For `A = diag(-1, 1)`, `B = 1` and `z = 0`, the difference `B - A` is positive semidefinite
and `A` is invertible, yet `(A - z)⁻¹ - (B - z)⁻¹` is not positive semidefinite. -/
theorem antitone_fails_inside_spectrum :
    ((1 : Matrix (Fin 2) (Fin 2) ℂ) - !![-1, 0; 0, 1]).PosSemidef ∧
    (!![-1, 0; 0, 1] : Matrix (Fin 2) (Fin 2) ℂ).det ≠ 0 ∧
    ¬ (resolventAt (!![-1, 0; 0, 1] : Matrix (Fin 2) (Fin 2) ℂ) 0
      - resolventAt 1 0).PosSemidef := by
  refine ⟨?_, by simp [Matrix.det_fin_two], ?_⟩
  · have e : (1 : Matrix (Fin 2) (Fin 2) ℂ) - !![-1, 0; 0, 1]
        = (!![1, 0; 1, 0] : Matrix (Fin 2) (Fin 2) ℂ)ᴴ * !![1, 0; 1, 0] := by
      ext i j
      fin_cases i <;> fin_cases j <;>
        norm_num [Matrix.mul_apply, Fin.sum_univ_succ, Matrix.conjTranspose_apply]
    rw [e]
    exact Matrix.posSemidef_conjTranspose_mul_self _
  · intro h
    -- `diag(-1, 1)` is its own inverse
    have hi : (!![-1, 0; 0, 1] : Matrix (Fin 2) (Fin 2) ℂ)⁻¹ = !![-1, 0; 0, 1] := by
      apply Matrix.inv_eq_right_inv
      ext i j
      fin_cases i <;> fin_cases j <;> simp [Matrix.mul_apply, Fin.sum_univ_succ]
    simp only [resolventAt, Complex.ofReal_zero, zero_smul, sub_zero, hi, inv_one] at h
    have h1 := (Complex.le_def.1 (h.dotProduct_mulVec_nonneg ![1, 0])).1
    norm_num [Matrix.mulVec, dotProduct, Fin.sum_univ_succ] at h1

end

end ResolventAntitone
```

```lean
#print axioms ResolventAntitone.resolvent_antitone
#print axioms ResolventAntitone.posSemidef_sub_of_resolvent
#print axioms ResolventAntitone.antitone_fails_inside_spectrum
```

```
'ResolventAntitone.resolvent_antitone' depends on axioms: [propext, Classical.choice, Quot.sound]
'ResolventAntitone.posSemidef_sub_of_resolvent' depends on axioms: [propext, Classical.choice, Quot.sound]
'ResolventAntitone.antitone_fails_inside_spectrum' depends on axioms: [propext, Classical.choice, Quot.sound]
```
